# The largest occupation of a sum of two fragment projectors P ≠ 0 and Q is 1 + ‖PQ‖

Let P and Q be the one-particle density operators of two fragments, each the orthogonal projector onto that fragment's occupied spin orbitals. I compute the fragments separately, so the orbitals of one overlap those of the other. The trace of P + Q gives the right number of electrons, but when I diagonalise P + Q, I find an eigenvalue above 1, which no fermionic one-particle density matrix over spin orbitals may have. Is that a bug, or does any overlap do this? And how large can the eigenvalue get?

## Any overlap pushes an occupation above 1

Let E be a finite-dimensional complex inner-product space, with ⟨x, y⟩ linear in y. A fragment density P satisfies P² = P and ⟨Px, y⟩ = ⟨x, Py⟩. An occupation of P + Q is a real μ with (P + Q)x = μx for some x ≠ 0. Write c = ‖PQ‖ for the operator norm, the largest value of ‖PQx‖ over ‖x‖ ≤ 1.

It is not a bug. If P ≠ 0, the largest occupation is exactly 1 + c, and it exceeds 1 as soon as the two occupied spaces are not orthogonal. For two fragments with fully occupied orbitals in a finite basis, c therefore measures how far the summed density matrix of an embedding calculation breaks the Pauli bound.

**A bound for QP.** For every w,

‖QPw‖² = ⟨PQ(QPw), w⟩ ≤ c ‖QPw‖ ‖w‖,

so ‖QPw‖ ≤ c‖w‖.

**No occupation exceeds 1 + c.** Suppose (P + Q)x = μx with x ≠ 0 and μ > 1 + c. Applying P and then Q to this equation gives

PQx = (μ − 1)Px,  QPx = (μ − 1)Qx.

Since PQx = PQ(Qx) and QPx = QP(Px), taking norms gives

(μ − 1)‖Px‖ ≤ c‖Qx‖,  (μ − 1)‖Qx‖ ≤ c‖Px‖.

The sum of the two is (μ − 1 − c)(‖Px‖ + ‖Qx‖) ≤ 0. But ‖Px‖ + ‖Qx‖ ≥ ‖μx‖ > 0, a contradiction.

**A vector that attains the norm.** By compactness some v with ‖v‖ ≤ 1 has ‖PQv‖ = c. Then ⟨QPQv, v⟩ = ‖PQv‖² = c², and the bound for QP, applied to w = PQv, gives ‖QPQv‖ ≤ c². Hence

‖QPQv − c²v‖² = ‖QPQv‖² − 2c⁴ + c⁴‖v‖² ≤ c⁴ − 2c⁴ + c⁴ = 0,

so QPQv = c²v.

**The value 1 + c occurs.** Let c > 0. Applying Q to QPQv = c²v gives c²Qv = c²v, so Qv = v, ‖Pv‖ = c and QPv = c²v. Put z = Pv + cv. Then

Pz = (1 + c)Pv,  Qz = c²v + cv = (1 + c)cv,

and the sum is (P + Q)z = (1 + c)z. The vector z is not zero, because Pz = (1 + c)Pv is not. Here ‖v‖ = 1 and ‖z‖² = 2c²(1 + c), so the normalised orbital is z / (c√(2(1 + c))).

If c = 0, choose y with Py ≠ 0. The bound for QP gives QPy = 0, so (P + Q)Py = Py, and the occupation is 1.

**When an occupation exceeds 1.** Since ⟨Px, Qy⟩ = ⟨x, PQy⟩, the occupied spaces are orthogonal exactly when PQ = 0. In that case every occupation is at most 1. Otherwise P ≠ 0 and c > 0, and 1 + c > 1 occurs.

**One orbital per fragment.** For P = |φ⟩⟨φ| and Q = |χ⟩⟨χ| with normalised φ and χ,

‖PQx‖ = |⟨φ, χ⟩| |⟨χ, x⟩| ≤ |⟨φ, χ⟩| ‖x‖,

with equality at x = χ. The largest occupation is 1 + |⟨φ, χ⟩|. An overlap of 3/5 gives 8/5, and identical orbitals give 2.

## Densities and occupations in Lean

`IsFragmentDensity P` states idempotency and symmetry for an operator `P : E →L[ℂ] E`. The product `P * Q` is composition, with `Q` acting first, and `‖P * Q‖` is the operator norm. `occupations D` is the set of real eigenvalues of the operator; for a nonorthogonal atomic basis, these are not in general the eigenvalues of the density coefficient matrix.

`isGreatest_occupation` says that `1 + ‖P * Q‖` belongs to `occupations (P + Q)` and bounds it from above. It assumes `P ≠ 0`, while `Q` may vanish. Some fragment must be occupied: if both projectors were zero, 1 would not be an occupation.

`exists_occupation_gt_one_iff` needs no such hypothesis. It expresses non-orthogonality as the existence of `x` and `y` with `inner ℂ (P x) (Q y) ≠ 0`. `isGreatest_occupation_orbitals` treats two normalised orbitals, and `fragmentDensity_witness` the pair (1, 0) and (3/5, 4/5) in ℂ².

The model has two fragments with integer occupations. Fractionally occupied fragments and sums of three or more projectors need a separate treatment.

```lean
import Mathlib

namespace SubsystemOccupations

variable {E : Type*} [NormedAddCommGroup E] [InnerProductSpace ℂ E]

/-- The density operator of a fragment with fully occupied orbitals: an orthogonal projector,
that is, an idempotent and symmetric operator. -/
structure IsFragmentDensity (P : E →L[ℂ] E) : Prop where
  idem : ∀ x, P (P x) = P x
  symm : ∀ x y, inner ℂ (P x) y = inner ℂ x (P y)

/-- The occupation numbers of a density operator: its real eigenvalues. -/
def occupations (D : E →L[ℂ] E) : Set ℝ :=
  {μ | ∃ x, x ≠ 0 ∧ D x = (μ : ℂ) • x}

/-- The operator `|φ⟩⟨φ|` of a single orbital `φ`. -/
noncomputable def orbitalDensity (φ : E) : E →L[ℂ] E :=
  (innerSL ℂ φ).smulRight φ

/-- For two fragment densities, the product `QP` stretches no vector by more than the operator
norm of `PQ`. -/
theorem norm_reverse_le {P Q : E →L[ℂ] E} (hP : IsFragmentDensity P)
    (hQ : IsFragmentDensity Q) (w : E) : ‖Q (P w)‖ ≤ ‖P * Q‖ * ‖w‖ := by
  have e : inner ℂ (Q (P w)) (Q (P w)) = inner ℂ (P (Q (Q (P w)))) w := by
    rw [hP.symm, hQ.symm (Q (P w)) (P w)]
  have h1 : ‖Q (P w)‖ ^ 2 ≤ ‖P * Q‖ * ‖Q (P w)‖ * ‖w‖ := by
    calc ‖Q (P w)‖ ^ 2 = ‖inner ℂ (Q (P w)) (Q (P w))‖ := by
          rw [inner_self_eq_norm_sq_to_K]; simp
      _ = ‖inner ℂ (P (Q (Q (P w)))) w‖ := by rw [e]
      _ ≤ ‖P (Q (Q (P w)))‖ * ‖w‖ := norm_inner_le_norm _ _
      _ ≤ ‖P * Q‖ * ‖Q (P w)‖ * ‖w‖ :=
          mul_le_mul_of_nonneg_right ((P * Q).le_opNorm _) (norm_nonneg _)
  rcases (norm_nonneg (Q (P w))).eq_or_lt with h | h
  · rw [← h]; positivity
  · refine le_of_mul_le_mul_right ?_ h
    nlinarith [h1]

/-- No occupation number of the sum of two fragment densities exceeds `1 + ‖PQ‖`. -/
theorem occupation_le {P Q : E →L[ℂ] E} (hP : IsFragmentDensity P)
    (hQ : IsFragmentDensity Q) {μ : ℝ} (hμ : μ ∈ occupations (P + Q)) :
    μ ≤ 1 + ‖P * Q‖ := by
  obtain ⟨x, hx, h⟩ := hμ
  by_contra hcon
  have hlt := not_le.mp hcon
  have hc := norm_nonneg (P * Q)
  have h' : P x + Q x = (μ : ℂ) • x := h
  -- project the eigenvalue equation onto each fragment
  have hu : P (Q x) = ((μ - 1 : ℝ) : ℂ) • P x := by
    have this := congrArg P h'
    rw [map_add, map_smul, hP.idem] at this
    push_cast
    rw [sub_smul, one_smul, ← this]; abel
  have hv : Q (P x) = ((μ - 1 : ℝ) : ℂ) • Q x := by
    have this := congrArg Q h'
    rw [map_add, map_smul, hQ.idem] at this
    push_cast
    rw [sub_smul, one_smul, ← this]; abel
  have n1 : (μ - 1) * ‖P x‖ ≤ ‖P * Q‖ * ‖Q x‖ := by
    have this := (P * Q).le_opNorm (Q x)
    have e : (P * Q) (Q x) = ((μ - 1 : ℝ) : ℂ) • P x := by
      change P (Q (Q x)) = _
      rw [hQ.idem, hu]
    rwa [e, norm_smul, Complex.norm_real, Real.norm_of_nonneg (by linarith)] at this
  have n2 : (μ - 1) * ‖Q x‖ ≤ ‖P * Q‖ * ‖P x‖ := by
    have this := norm_reverse_le hP hQ (P x)
    rwa [hP.idem, hv, norm_smul, Complex.norm_real,
      Real.norm_of_nonneg (by linarith)] at this
  have hpos : 0 < ‖P x‖ + ‖Q x‖ := by
    have this : 0 < ‖P x + Q x‖ := by
      rw [h', norm_smul, Complex.norm_real, Real.norm_of_nonneg (by linarith)]
      exact mul_pos (by linarith) (norm_pos_iff.mpr hx)
    exact this.trans_le (norm_add_le _ _)
  nlinarith [mul_pos (sub_pos.mpr hlt) hpos]

/-- A normalised orbital `φ` gives a fragment density `|φ⟩⟨φ|`, which leaves `φ` unchanged. -/
theorem orbitalDensity_isFragmentDensity {φ : E} (hφ : ‖φ‖ = 1) :
    IsFragmentDensity (orbitalDensity φ) ∧ orbitalDensity φ φ = φ := by
  have ha : ∀ x, orbitalDensity φ x = inner ℂ φ x • φ := fun x => by simp [orbitalDensity]
  have hs : orbitalDensity φ φ = φ := by
    rw [ha, inner_self_eq_norm_sq_to_K, hφ]; simp
  refine ⟨⟨fun x => ?_, fun x y => ?_⟩, hs⟩
  · rw [ha x, map_smul, hs]
  · rw [ha, ha, inner_smul_left, inner_smul_right, inner_conj_symm, mul_comm]

variable [FiniteDimensional ℂ E]

/-- In finite dimension an operator attains its norm on the unit ball. -/
theorem exists_norm_attained (A : E →L[ℂ] E) : ∃ x, ‖x‖ ≤ 1 ∧ ‖A x‖ = ‖A‖ := by
  have := FiniteDimensional.proper ℂ E
  obtain ⟨x, hx, hmax⟩ := (isCompact_closedBall (0 : E) 1).exists_isMaxOn
    ⟨0, by simp⟩ A.continuous.norm.continuousOn
  have hx1 : ‖x‖ ≤ 1 := mem_closedBall_zero_iff.mp hx
  refine ⟨x, hx1, le_antisymm (A.unit_le_opNorm x hx1) ?_⟩
  refine A.opNorm_le_bound (norm_nonneg _) fun y => ?_
  rcases eq_or_ne y 0 with rfl | hy
  · simp
  have hy' : 0 < ‖y‖ := norm_pos_iff.mpr hy
  have hn : ‖((‖y‖⁻¹ : ℝ) : ℂ) • y‖ = 1 := by
    rw [norm_smul, Complex.norm_real, norm_inv, norm_norm, inv_mul_cancel₀ hy'.ne']
  have hm : ‖A (((‖y‖⁻¹ : ℝ) : ℂ) • y)‖ ≤ ‖A x‖ := hmax (mem_closedBall_zero_iff.mpr hn.le)
  rw [map_smul, norm_smul, Complex.norm_real, norm_inv, norm_norm,
    inv_mul_le_iff₀ hy'] at hm
  linarith [mul_comm ‖y‖ ‖A x‖]

/-- In finite dimension, for two fragment densities there is a vector `v` with `‖PQv‖ = ‖PQ‖` and
`QPQv = ‖PQ‖² v`. -/
theorem exists_principal_orbital {P Q : E →L[ℂ] E} (hP : IsFragmentDensity P)
    (hQ : IsFragmentDensity Q) :
    ∃ v, ‖P (Q v)‖ = ‖P * Q‖ ∧ Q (P (Q v)) = ((‖P * Q‖ ^ 2 : ℝ) : ℂ) • v := by
  obtain ⟨x, hx, hxc'⟩ := exists_norm_attained (P * Q)
  have hxc : ‖P (Q x)‖ = ‖P * Q‖ := hxc'
  refine ⟨x, hxc, ?_⟩
  have hi : inner ℂ (Q (P (Q x))) x = ((‖P * Q‖ ^ 2 : ℝ) : ℂ) := by
    rw [hQ.symm, ← hP.idem (Q x), hP.symm, inner_self_eq_norm_sq_to_K, hxc]
    simp
  have hre : RCLike.re (inner ℂ (Q (P (Q x))) (((‖P * Q‖ ^ 2 : ℝ) : ℂ) • x))
      = ‖P * Q‖ ^ 2 * ‖P * Q‖ ^ 2 := by
    rw [inner_smul_right, hi, ← Complex.ofReal_mul]
    exact Complex.ofReal_re _
  have ha : ‖Q (P (Q x))‖ ≤ ‖P * Q‖ * ‖P * Q‖ := by
    have this := norm_reverse_le hP hQ (P (Q x))
    rwa [hP.idem, hxc] at this
  have hb : ‖((‖P * Q‖ ^ 2 : ℝ) : ℂ) • x‖ ≤ ‖P * Q‖ ^ 2 := by
    rw [norm_smul, Complex.norm_real, Real.norm_of_nonneg (sq_nonneg _)]
    exact mul_le_of_le_one_right (sq_nonneg _) hx
  -- the residual of the eigenvalue equation has zero norm
  have hz : ‖Q (P (Q x)) - ((‖P * Q‖ ^ 2 : ℝ) : ℂ) • x‖ ^ 2 ≤ 0 := by
    rw [@norm_sub_sq ℂ, hre]
    nlinarith [pow_le_pow_left₀ (norm_nonneg _) ha 2, pow_le_pow_left₀ (norm_nonneg _) hb 2]
  have h0 := (pow_eq_zero_iff two_ne_zero).mp (le_antisymm hz (sq_nonneg _))
  exact sub_eq_zero.mp (norm_eq_zero.mp h0)

/-- In finite dimension, the largest occupation number of the sum of two fragment densities `P ≠ 0`
and `Q` is `1 + ‖PQ‖`. -/
theorem isGreatest_occupation {P Q : E →L[ℂ] E} (hP : IsFragmentDensity P)
    (hQ : IsFragmentDensity Q) (hP0 : P ≠ 0) :
    IsGreatest (occupations (P + Q)) (1 + ‖P * Q‖) := by
  refine ⟨?_, fun μ hμ => occupation_le hP hQ hμ⟩
  rcases (norm_nonneg (P * Q)).eq_or_lt with h0 | hpos
  · -- orthogonal fragments: any occupied orbital of `P` has occupation one
    obtain ⟨y, hy⟩ : ∃ y, P y ≠ 0 := by
      by_contra h
      exact hP0 (ContinuousLinearMap.ext fun y => by_contra fun hy => h ⟨y, hy⟩)
    have hq : Q (P y) = 0 := by
      have this := norm_reverse_le hP hQ y
      rw [← h0, zero_mul] at this
      exact norm_le_zero_iff.mp this
    refine ⟨P y, hy, ?_⟩
    change P (P y) + Q (P y) = _
    rw [hP.idem, hq, ← h0]; simp
  · obtain ⟨v, hv, hQv⟩ := exists_principal_orbital hP hQ
    have hne : ((‖P * Q‖ ^ 2 : ℝ) : ℂ) ≠ 0 :=
      Complex.ofReal_ne_zero.mpr (pow_pos hpos 2).ne'
    have hfix : Q v = v := by
      have this : ((‖P * Q‖ ^ 2 : ℝ) : ℂ) • Q v = ((‖P * Q‖ ^ 2 : ℝ) : ℂ) • v := by
        rw [← map_smul, ← hQv, hQ.idem]
      exact smul_right_injective E hne this
    rw [hfix] at hv hQv
    -- the bonding combination of the two principal orbitals
    refine ⟨P v + (‖P * Q‖ : ℂ) • v, fun h => ?_, ?_⟩
    · have h1 := congrArg P h
      rw [map_add, map_smul, hP.idem, map_zero] at h1
      have h2 : ((1 + ‖P * Q‖ : ℝ) : ℂ) • P v = 0 := by
        push_cast
        rw [add_smul, one_smul]; exact h1
      rcases smul_eq_zero.mp h2 with h3 | h3
      · have h4 := Complex.ofReal_eq_zero.mp h3
        linarith
      · rw [h3, norm_zero] at hv
        linarith
    · change P (P v + (‖P * Q‖ : ℂ) • v) + Q (P v + (‖P * Q‖ : ℂ) • v) = _
      simp only [map_add, map_smul, hP.idem, hQv, hfix]
      push_cast
      module

/-- In finite dimension, the sum of two fragment densities has an occupation number above one
exactly when the occupied spaces of the fragments are not mutually orthogonal. -/
theorem exists_occupation_gt_one_iff {P Q : E →L[ℂ] E} (hP : IsFragmentDensity P)
    (hQ : IsFragmentDensity Q) :
    (∃ μ ∈ occupations (P + Q), 1 < μ) ↔ ∃ x y, inner ℂ (P x) (Q y) ≠ 0 := by
  constructor
  · rintro ⟨μ, hμ, h1⟩
    by_contra h
    have hz : P * Q = 0 := by
      refine ContinuousLinearMap.ext fun y => ?_
      change P (Q y) = 0
      rw [← inner_self_eq_zero (𝕜 := ℂ), ← hP.symm, hP.idem]
      exact by_contra fun hy => h ⟨_, _, hy⟩
    have this := occupation_le hP hQ hμ
    rw [hz, norm_zero] at this
    linarith
  · rintro ⟨x, y, h⟩
    have hne : P * Q ≠ 0 := fun hz => by
      have this : P (Q y) = 0 := congrArg (fun A : E →L[ℂ] E => A y) hz
      exact h (by rw [hP.symm, this, inner_zero_right])
    have hP0 : P ≠ 0 := fun h0 => hne (by rw [h0, zero_mul])
    exact ⟨_, (isGreatest_occupation hP hQ hP0).1, by linarith [norm_pos_iff.mpr hne]⟩

/-- For two normalised orbitals `φ` and `χ`, the largest occupation number of
`|φ⟩⟨φ| + |χ⟩⟨χ|` is one plus the modulus of their overlap. -/
theorem isGreatest_occupation_orbitals {φ χ : E} (hφ : ‖φ‖ = 1) (hχ : ‖χ‖ = 1) :
    IsGreatest (occupations (orbitalDensity φ + orbitalDensity χ))
      (1 + ‖inner ℂ φ χ‖) := by
  obtain ⟨hP, hPs⟩ := orbitalDensity_isFragmentDensity hφ
  obtain ⟨hQ, hQs⟩ := orbitalDensity_isFragmentDensity hχ
  have ha : ∀ a x : E, orbitalDensity a x = inner ℂ a x • a :=
    fun a x => by simp [orbitalDensity]
  have hn : ‖orbitalDensity φ * orbitalDensity χ‖ = ‖inner ℂ φ χ‖ := by
    apply le_antisymm
    · refine ContinuousLinearMap.opNorm_le_bound _ (norm_nonneg _) fun x => ?_
      change ‖orbitalDensity φ (orbitalDensity χ x)‖ ≤ _
      have hb := norm_inner_le_norm (𝕜 := ℂ) χ x
      rw [hχ, one_mul] at hb
      rw [ha χ x, map_smul, ha φ χ, norm_smul, norm_smul, hφ, mul_one]
      nlinarith [mul_le_mul_of_nonneg_left hb (norm_nonneg (inner ℂ φ χ))]
    · have this := (orbitalDensity φ * orbitalDensity χ).unit_le_opNorm χ hχ.le
      have e : (orbitalDensity φ * orbitalDensity χ) χ = inner ℂ φ χ • φ := by
        change orbitalDensity φ (orbitalDensity χ χ) = _
        rw [hQs, ha]
      rwa [e, norm_smul, hφ, mul_one] at this
  have hP0 : orbitalDensity φ ≠ 0 := fun h => by
    rw [h] at hPs
    have h0 : φ = 0 := hPs.symm
    rw [h0, norm_zero] at hφ
    exact zero_ne_one hφ
  rw [← hn]
  exact isGreatest_occupation hP hQ hP0

/-- The orbitals `(1, 0)` and `(3/5, 4/5)` give two fragment densities whose sum has the largest
occupation number `8/5`. -/
theorem fragmentDensity_witness :
    IsFragmentDensity (orbitalDensity (!₂[1, 0] : EuclideanSpace ℂ (Fin 2))) ∧
    IsFragmentDensity (orbitalDensity (!₂[3 / 5, 4 / 5] : EuclideanSpace ℂ (Fin 2))) ∧
    IsGreatest (occupations (orbitalDensity (!₂[1, 0] : EuclideanSpace ℂ (Fin 2)) +
      orbitalDensity (!₂[3 / 5, 4 / 5] : EuclideanSpace ℂ (Fin 2)))) (8 / 5) := by
  have h1 : ‖(!₂[1, 0] : EuclideanSpace ℂ (Fin 2))‖ = 1 := by
    simp [EuclideanSpace.norm_eq, Fin.sum_univ_two]
  have h2 : ‖(!₂[3 / 5, 4 / 5] : EuclideanSpace ℂ (Fin 2))‖ = 1 := by
    rw [EuclideanSpace.norm_eq, Fin.sum_univ_two]
    norm_num
  have hi : inner ℂ (!₂[1, 0] : EuclideanSpace ℂ (Fin 2)) !₂[3 / 5, 4 / 5] = 3 / 5 := by
    simp [PiLp.inner_apply, Fin.sum_univ_two]
  have hg := isGreatest_occupation_orbitals h1 h2
  have hv : 1 + ‖(3 / 5 : ℂ)‖ = 8 / 5 := by norm_num
  rw [hi, hv] at hg
  exact ⟨(orbitalDensity_isFragmentDensity h1).1, (orbitalDensity_isFragmentDensity h2).1, hg⟩

end SubsystemOccupations
```

```lean
#print axioms SubsystemOccupations.isGreatest_occupation
-- 'SubsystemOccupations.isGreatest_occupation' depends on axioms: [propext, Classical.choice, Quot.sound]
#print axioms SubsystemOccupations.exists_occupation_gt_one_iff
-- 'SubsystemOccupations.exists_occupation_gt_one_iff' depends on axioms: [propext, Classical.choice, Quot.sound]
#print axioms SubsystemOccupations.isGreatest_occupation_orbitals
-- 'SubsystemOccupations.isGreatest_occupation_orbitals' depends on axioms: [propext, Classical.choice, Quot.sound]
```

## From the norm bound to the eigenvector

`norm_reverse_le` is the bound for QP; its case split handles QPw = 0 before dividing by the norm. `occupation_le` argues by contradiction as above: `hu` and `hv` are the projected eigenvalue equations, `n1` and `n2` the two norm estimates, and the last `nlinarith` adds them. Neither lemma uses finite dimension.

That assumption enters in `exists_norm_attained`, which maximises ‖Ax‖ over the compact unit ball and rescales an arbitrary vector to show that the maximum is the operator norm. `exists_principal_orbital` then expands the squared residual with `norm_sub_sq` and concludes in `hz` that it is at most zero.

`isGreatest_occupation` splits on whether the norm vanishes. In the positive case `hfix` is Qv = v, and `module` checks the eigenvalue equation for z after the projector identities have been inserted. The criterion follows from the upper bound in one direction and from the attained value in the other.

For single orbitals, `orbitalDensity_isFragmentDensity` shows that |φ⟩⟨φ| is a fragment density, and `hn` computes the norm of the product by two inequalities, the second evaluated at χ. The witness inserts the overlap 3/5.
